# Product-state free-energy minimizers of Ising spins obey the mean-field equations at positive temperature

In a magnet each spin feels the external field and the fields of its neighbours, which fluctuate. Mean-field theory replaces the neighbours by their average magnetizations. Which magnetizations should one insert? A variational answer is to treat the spins as independent and minimize the free energy.

Take finitely many spins $s_i=\pm1$ with energy

$$E(s)=-\tfrac12\sum_{i,j}J_{ij}s_is_j-\sum_i b_is_i,$$

where $J$ is real and symmetric, $J_{ii}=0$, and the fields $b_i$ are real. The product state with magnetizations $m_i\in[-1,1]$ has probabilities $p(s)=\prod_i(1+m_is_i)/2$. Let $F(m)$ be its mean energy minus $T$ times its entropy, with $k_B=1$ and temperature $T>0$. Then every minimizer of $F$ over the cube $[-1,1]^n$ satisfies

$$|m_i|<1,\qquad m_i=\tanh\frac{h_i}{T},\qquad h_i=b_i+\sum_jJ_{ij}m_j.$$

## From the free energy to the tanh equation

Independence gives $\langle s_i\rangle=m_i$ and, for $i\ne j$, $\langle s_is_j\rangle=m_im_j$. Since $\ln p$ is a sum over sites, the entropy is $\sum_iS(m_i)$, where

$$S(x)=-\tfrac{1+x}2\ln\tfrac{1+x}2-\tfrac{1-x}2\ln\tfrac{1-x}2,\qquad 0\ln0=0.$$

The diagonal terms vanish, so

$$F(m)=-\tfrac12\sum_{i,j}J_{ij}m_im_j-\sum_ib_im_i-T\sum_iS(m_i).$$

Replace $m_i$ alone by $x$. By symmetry, row $i$ and column $i$ of $J$ contribute equally, and $F$ changes by

$$-h_i(x-m_i)-T\,[S(x)-S(m_i)].$$

At a minimizer, $m_i$ therefore minimizes $\varphi(x)=-h_ix-TS(x)$ on $[-1,1]$.

The endpoint $x=1$ is excluded by admixing the opposite spin with probability $\varepsilon=e^{-(2|h_i|+1)/T}$. As $-(1-\varepsilon)\ln(1-\varepsilon)\ge0$,

$$\varphi(1-2\varepsilon)-\varphi(1)\le2\varepsilon|h_i|+T\varepsilon\ln\varepsilon=-\varepsilon<0.$$

Because $S$ is even, reversing the field excludes $x=-1$. In the interior,

$$0=\varphi'(m_i)=-h_i+\tfrac T2\ln\frac{1+m_i}{1-m_i},$$

so $(1+m_i)/(1-m_i)=e^{2h_i/T}$, which is $m_i=\tanh(h_i/T)$.

The zero diagonal matters. For one spin with $J_{11}=b_1=T=1$, the self-coupling only adds a constant to the energy, because $s_1^2=1$. The minimizer is $m_1=\tanh1$, whereas the equation would demand $m_1=\tanh(1+m_1)$.

## Spins, probabilities and free energy in Lean

The sites form a finite type `n`.

```lean
import Mathlib

open Finset

namespace IsingMeanField

noncomputable section

variable {n : Type*} [Fintype n] [DecidableEq n]
```

A configuration assigns a `Bool` to each site, and `spin (s i)` is the value $s_i$.

```lean
/-- The two values `+1` and `-1` of an Ising spin. -/
def spin : Bool → ℝ
  | true => 1
  | false => -1

/-- Probability of a spin value at a site with magnetization `x`. -/
def siteProb (x : ℝ) (s : Bool) : ℝ := (1 + x * spin s) / 2

/-- Probability of a configuration in the product state with magnetizations `m`. -/
def productProb (m : n → ℝ) (s : n → Bool) : ℝ := ∏ i, siteProb (m i) (s i)
```

The factor $1/2$ compensates for counting each pair twice.

```lean
/-- Ising energy of a configuration with couplings `J` and fields `b`. -/
def isingEnergy (J : Matrix n n ℝ) (b : n → ℝ) (s : n → Bool) : ℝ :=
  -(1 / 2) * ∑ i, ∑ j, J i j * (spin (s i) * spin (s j)) - ∑ i, b i * spin (s i)
```

The free energy is a sum over all configurations, with the Shannon entropy of the joint distribution; the mean-field formula is derived from it. `Real.negMulLog` is $-x\ln x$, with value $0$ at $x=0$.

```lean
/-- Free energy of the product state: mean energy minus `T` times the entropy. -/
def freeEnergy (J : Matrix n n ℝ) (b : n → ℝ) (T : ℝ) (m : n → ℝ) : ℝ :=
  ∑ s, productProb m s * isingEnergy J b s - T * ∑ s, Real.negMulLog (productProb m s)
```

`siteEntropy` is $S$, `localField` is $h_i$, and `cube` contains the admissible magnetizations.

```lean
/-- Entropy of a single spin with magnetization `x`. -/
def siteEntropy (x : ℝ) : ℝ :=
  Real.negMulLog ((1 + x) / 2) + Real.negMulLog ((1 - x) / 2)

/-- Mean field at site `i`: the external field plus the sum of the magnetizations weighted by row
`i` of `J`. -/
def localField (J : Matrix n n ℝ) (b m : n → ℝ) (i : n) : ℝ := b i + ∑ j, J i j * m j

/-- The cube of magnetizations between `-1` and `1`. -/
def cube (n : Type*) : Set (n → ℝ) := Set.pi Set.univ fun _ => Set.Icc (-1) 1
```

## Averages factorize over sites

The first lemma exchanges a sum over configurations with a product over sites. Inserting factors equal to $1$ away from the chosen sites gives the one-site and two-site averages.

```lean
/-- In a product state the average of a product of site functions factorizes. -/
theorem average_prod (m : n → ℝ) (f : n → Bool → ℝ) :
    ∑ s, productProb m s * ∏ k, f k (s k) = ∏ k, ∑ σ, siteProb (m k) σ * f k σ := by
  simp only [productProb, ← Finset.prod_mul_distrib]
  rw [Finset.prod_univ_sum, Fintype.piFinset_univ]

/-- The average of a function of one spin involves only the probabilities at that site. -/
theorem average_site (m : n → ℝ) (i : n) (g : Bool → ℝ) :
    ∑ s, productProb m s * g (s i) = ∑ σ, siteProb (m i) σ * g σ := by
  have h := average_prod m (fun k σ => if k = i then g σ else 1)
  have hk : ∀ k, ∑ σ, siteProb (m k) σ * (if k = i then g σ else 1)
      = if k = i then ∑ σ, siteProb (m k) σ * g σ else 1 := by
    intro k
    by_cases hi : k = i
    · simp only [if_pos hi]
    · simp only [if_neg hi, Fintype.sum_bool, siteProb, spin]
      ring
  simp only [hk, Finset.prod_ite_eq', Finset.mem_univ, if_true] at h
  exact h

/-- Two different spins are uncorrelated in a product state. -/
theorem average_pair (m : n → ℝ) {i j : n} (hij : i ≠ j) :
    ∑ s, productProb m s * (spin (s i) * spin (s j)) = m i * m j := by
  have h := average_prod m
    (fun k σ => (if k = i then spin σ else 1) * (if k = j then spin σ else 1))
  have hk : ∀ k, ∑ σ, siteProb (m k) σ *
      ((if k = i then spin σ else 1) * (if k = j then spin σ else 1))
      = (if k = i then m k else 1) * (if k = j then m k else 1) := by
    intro k
    by_cases hi : k = i <;> by_cases hj : k = j
    · exact absurd (hi.symm.trans hj) hij
    · simp only [if_pos hi, if_neg hj, Fintype.sum_bool, siteProb, spin]
      ring
    · simp only [if_neg hi, if_pos hj, Fintype.sum_bool, siteProb, spin]
      ring
    · simp only [if_neg hi, if_neg hj, Fintype.sum_bool, siteProb, spin]
      ring
  simp only [hk, Finset.prod_mul_distrib, Finset.prod_ite_eq', Finset.mem_univ, if_true] at h
  exact h
```

For the entropy, configurations of probability zero are treated separately; for the others the logarithm of the product splits.

```lean
/-- The entropy of a product state is the sum of the site entropies. -/
theorem entropy_additive (m : n → ℝ) :
    ∑ s, Real.negMulLog (productProb m s) = ∑ i, siteEntropy (m i) := by
  have key : ∀ s, Real.negMulLog (productProb m s)
      = ∑ i, productProb m s * (-Real.log (siteProb (m i) (s i))) := by
    intro s
    by_cases h : productProb m s = 0
    · simp [h]
    · have hl : Real.log (productProb m s) = ∑ i, Real.log (siteProb (m i) (s i)) := by
        rw [productProb, Real.log_prod]
        exact fun i hi => Finset.prod_ne_zero_iff.mp h i hi
      rw [← Finset.mul_sum, Finset.sum_neg_distrib, ← hl, Real.negMulLog]
      ring
  simp only [key]
  refine Finset.sum_comm.trans (Finset.sum_congr rfl fun i _ => ?_)
  refine (average_site m i (fun σ => -Real.log (siteProb (m i) σ))).trans ?_
  simp only [Fintype.sum_bool, siteProb, spin, siteEntropy, Real.negMulLog, mul_one, mul_neg,
    ← sub_eq_add_neg]
  ring
```

The closed form of $F$ follows, with `hd` removing the diagonal terms.

```lean
/-- Without self-coupling, the product-state free energy is a quadratic form in the
magnetizations, a field term and a sum of site entropies. -/
theorem freeEnergy_eq {J : Matrix n n ℝ} (hd : ∀ i, J i i = 0) (b : n → ℝ) (T : ℝ)
    (m : n → ℝ) : freeEnergy J b T m = -(1 / 2) * ∑ i, ∑ j, J i j * (m i * m j)
      - ∑ i, b i * m i - T * ∑ i, siteEntropy (m i) := by
  have hE : ∑ s, productProb m s * isingEnergy J b s
      = -(1 / 2) * ∑ i, ∑ j, J i j * ∑ s, productProb m s * (spin (s i) * spin (s j))
        - ∑ i, b i * ∑ s, productProb m s * spin (s i) := by
    simp only [isingEnergy, mul_sub, Finset.sum_sub_distrib, Finset.mul_sum]
    congr 1
    · refine Finset.sum_comm.trans (Finset.sum_congr rfl fun i _ => ?_)
      exact Finset.sum_comm.trans (Finset.sum_congr rfl fun j _ =>
        Finset.sum_congr rfl fun s _ => by ring)
    · exact Finset.sum_comm.trans (Finset.sum_congr rfl fun i _ =>
        Finset.sum_congr rfl fun s _ => by ring)
  have h1 : ∀ i, ∑ s, productProb m s * spin (s i) = m i := by
    intro i
    rw [average_site m i spin]
    simp only [Fintype.sum_bool, siteProb, spin]
    ring
  have h2 : ∀ i j, J i j * ∑ s, productProb m s * (spin (s i) * spin (s j))
      = J i j * (m i * m j) := by
    intro i j
    by_cases hij : i = j
    · rw [hij, hd j, zero_mul, zero_mul]
    · rw [average_pair m hij]
  rw [freeEnergy, hE, entropy_additive]
  simp only [h1, h2]
```

## Varying a single site

`Function.update m i x` replaces $m_i$ by $x$. In the proof, `quad` computes the change of the quadratic form, using symmetry through `col` and the zero diagonal to remove the term in $(x-m_i)^2$.

```lean
/-- Changing one magnetization changes the free energy through the mean field at that site
and the entropy of that site. -/
theorem freeEnergy_update {J : Matrix n n ℝ} (hJ : J.IsSymm) (hd : ∀ i, J i i = 0)
    (b : n → ℝ) (T : ℝ) (m : n → ℝ) (i : n) (x : ℝ) :
    freeEnergy J b T (Function.update m i x) - freeEnergy J b T m
      = -localField J b m i * (x - m i) - T * (siteEntropy x - siteEntropy (m i)) := by
  have lin : ∀ f : n → ℝ, ∑ k, f k * Function.update m i x k
      = ∑ k, f k * m k + (x - m i) * f i := by
    intro f
    have hu : ∀ k, f k * Function.update m i x k
        = f k * m k + if k = i then (x - m i) * f i else 0 := by
      intro k
      by_cases h : k = i
      · rw [if_pos h, h, Function.update_self]
        ring
      · rw [if_neg h, Function.update_of_ne h, add_zero]
    simp only [hu, Finset.sum_add_distrib, Finset.sum_ite_eq', Finset.mem_univ, if_true]
  have ent : ∑ k, siteEntropy (Function.update m i x k)
      = ∑ k, siteEntropy (m k) + (siteEntropy x - siteEntropy (m i)) := by
    have hu : ∀ k, siteEntropy (Function.update m i x k)
        = siteEntropy (m k) + if k = i then siteEntropy x - siteEntropy (m i) else 0 := by
      intro k
      by_cases h : k = i
      · rw [if_pos h, h, Function.update_self]
        ring
      · rw [if_neg h, Function.update_of_ne h, add_zero]
    simp only [hu, Finset.sum_add_distrib, Finset.sum_ite_eq', Finset.mem_univ, if_true]
  -- the quadratic form is linear in a single magnetization
  have row : ∀ v : n → ℝ, ∑ k, ∑ l, J k l * (v k * v l) = ∑ k, (∑ l, J k l * v l) * v k := by
    intro v
    refine Finset.sum_congr rfl fun k _ => ?_
    rw [Finset.sum_mul]
    exact Finset.sum_congr rfl fun l _ => by ring
  have col : ∑ k, (x - m i) * J k i * m k = (x - m i) * ∑ k, J i k * m k := by
    rw [Finset.mul_sum]
    exact Finset.sum_congr rfl fun k _ => by rw [hJ.apply i k]; ring
  have quad : ∑ k, ∑ l, J k l * (Function.update m i x k * Function.update m i x l)
      = ∑ k, ∑ l, J k l * (m k * m l) + 2 * (x - m i) * ∑ l, J i l * m l := by
    rw [row, row]
    simp only [lin, add_mul, Finset.sum_add_distrib]
    linear_combination col + (x - m i) ^ 2 * hd i
  rw [freeEnergy_eq hd, freeEnergy_eq hd, quad, lin b, ent, localField]
  ring
```

The next lemma is the estimate with $\varepsilon$.

```lean
/-- At positive temperature, in any field `h`, magnetization `1` does not minimize the free energy
of a single spin. -/
theorem polarized_not_optimal {T : ℝ} (hT : 0 < T) (h : ℝ) :
    ∃ x ∈ Set.Icc (-1 : ℝ) 1, -h * x - T * siteEntropy x < -h * 1 - T * siteEntropy 1 := by
  -- admix the opposite spin with probability `exp (-(2 * |h| + 1) / T)`
  obtain ⟨ε, h0, h1, hl⟩ : ∃ ε : ℝ, 0 < ε ∧ ε < 1 ∧ T * Real.log ε = -(2 * |h| + 1) := by
    refine ⟨Real.exp (-(2 * |h| + 1) / T), Real.exp_pos _, ?_, ?_⟩
    · exact Real.exp_lt_one_iff.mpr
        (div_neg_of_neg_of_pos (by have := abs_nonneg h; linarith) hT)
    · rw [Real.log_exp]
      field_simp
  refine ⟨1 - 2 * ε, ⟨by linarith, by linarith⟩, ?_⟩
  have hS1 : siteEntropy 1 = 0 := by norm_num [siteEntropy]
  have hS : siteEntropy (1 - 2 * ε) = Real.negMulLog (1 - ε) + -ε * Real.log ε := by
    rw [siteEntropy, show (1 + (1 - 2 * ε)) / 2 = 1 - ε by ring,
      show (1 - (1 - 2 * ε)) / 2 = ε by ring, Real.negMulLog, Real.negMulLog]
  have hpos : 0 ≤ T * Real.negMulLog (1 - ε) :=
    mul_nonneg hT.le (Real.negMulLog_nonneg (by linarith) (by linarith))
  have hh : ε * h ≤ ε * |h| := mul_le_mul_of_nonneg_left (le_abs_self h) h0.le
  have he : T * (-ε * Real.log ε) = ε * (2 * |h| + 1) := by linear_combination -ε * hl
  rw [hS, hS1, mul_add, he]
  linarith
```

For $T>0$, `site_minimizer` excludes both endpoints, sets the derivative to zero (`hz`) and exponentiates the resulting relation (`hratio`) to reach the hyperbolic tangent.

```lean
/-- A magnetization minimizing the free energy of one spin in a field `h` is not saturated
and equals `tanh (h / T)`. -/
theorem site_minimizer {T : ℝ} (hT : 0 < T) (h y : ℝ) (hy : y ∈ Set.Icc (-1 : ℝ) 1)
    (hmin : ∀ x ∈ Set.Icc (-1 : ℝ) 1,
      -h * y - T * siteEntropy y ≤ -h * x - T * siteEntropy x) :
    |y| < 1 ∧ y = Real.tanh (h / T) := by
  have even : ∀ x, siteEntropy (-x) = siteEntropy x := by
    intro x
    simp only [siteEntropy, sub_neg_eq_add, ← sub_eq_add_neg]
    ring
  have hlt : y < 1 := by
    refine lt_of_le_of_ne hy.2 fun e => ?_
    obtain ⟨x, hx, hlow⟩ := polarized_not_optimal hT h
    have := hmin x hx
    rw [e] at this
    linarith
  have hgt : -1 < y := by
    refine lt_of_le_of_ne hy.1 fun e => ?_
    obtain ⟨x, hx, hlow⟩ := polarized_not_optimal hT (-h)
    have := hmin (-x) ⟨by linarith [hx.2], by linarith [hx.1]⟩
    rw [← e, even, even] at this
    linarith
  refine ⟨abs_lt.mpr ⟨hgt, hlt⟩, ?_⟩
  have hp : 0 < (1 + y) / 2 := by linarith
  have hq : 0 < (1 - y) / 2 := by linarith
  -- in the interior the derivative vanishes
  have hS : HasDerivAt siteEntropy
      ((Real.log ((1 - y) / 2) - Real.log ((1 + y) / 2)) / 2) y := by
    have a := (Real.hasDerivAt_negMulLog hp.ne').comp y
      (((hasDerivAt_id' y).const_add 1).div_const 2)
    have c := (Real.hasDerivAt_negMulLog hq.ne').comp y
      (((hasDerivAt_id' y).const_sub 1).div_const 2)
    exact (a.add c).congr_deriv (by ring)
  have hF := ((hasDerivAt_id' y).const_mul (-h)).fun_sub (hS.const_mul T)
  have hloc : IsLocalMin (fun x => -h * x - T * siteEntropy x) y :=
    Filter.eventually_of_mem (Icc_mem_nhds hgt hlt) (fun x hx => hmin x hx)
  have hz := hloc.hasDerivAt_eq_zero hF
  obtain ⟨u, hu⟩ : ∃ u, u = h / T := ⟨_, rfl⟩
  have hTu : T * u = h := by
    rw [hu]
    field_simp
  have hlog : Real.log ((1 + y) / 2) = Real.log ((1 - y) / 2) + 2 * u :=
    mul_left_cancel₀ hT.ne' (by linear_combination 2 * hz - 2 * hTu)
  have hratio : (1 + y) / 2 = (1 - y) / 2 * (Real.exp u * Real.exp u) := by
    calc (1 + y) / 2 = Real.exp (Real.log ((1 + y) / 2)) := (Real.exp_log hp).symm
      _ = _ := by rw [hlog, Real.exp_add, Real.exp_log hq, two_mul, Real.exp_add]
  have he : Real.exp u * Real.exp (-u) = 1 := by
    rw [← Real.exp_add, add_neg_cancel, Real.exp_zero]
  rw [← hu, Real.tanh_eq_sinh_div_cosh, eq_div_iff (Real.cosh_pos u).ne', Real.sinh_eq,
    Real.cosh_eq]
  linear_combination Real.exp (-u) * hratio + (1 - y) / 2 * Real.exp u * he
```

## Self-consistency, existence and a false converse

The theorem assumes that $J$ is symmetric with zero diagonal and that $T>0$. The hypothesis `IsMinOn` says that $m$ is a global minimizer over the cube. The proof compares it with its one-site variations.

```lean
/-- Every minimizer of the product-state free energy has unsaturated magnetizations that
satisfy the mean-field self-consistency equations. -/
theorem minimizer_self_consistent {J : Matrix n n ℝ} (hJ : J.IsSymm) (hd : ∀ i, J i i = 0)
    (b : n → ℝ) {T : ℝ} (hT : 0 < T) {m : n → ℝ} (hm : m ∈ cube n)
    (hmin : IsMinOn (freeEnergy J b T) (cube n) m) (i : n) :
    |m i| < 1 ∧ m i = Real.tanh ((b i + ∑ j, J i j * m j) / T) := by
  refine site_minimizer hT (localField J b m i) (m i) (hm i (Set.mem_univ i)) fun x hx => ?_
  -- vary the magnetization of site `i` alone
  have hmem : Function.update m i x ∈ cube n := by
    intro k _
    by_cases h : k = i
    · rw [h, Function.update_self]
      exact hx
    · rw [Function.update_of_ne h]
      exact hm k (Set.mem_univ k)
  have h1 := isMinOn_iff.mp hmin _ hmem
  have h2 := freeEnergy_update hJ hd b T m i x
  linarith
```

A minimizer exists because $F$ is continuous and the cube is compact. For symmetric $J$ with zero diagonal and $T>0$, the self-consistency equations therefore have a solution.

```lean
/-- The product-state free energy attains its minimum on the cube of magnetizations. -/
theorem exists_minimizer {J : Matrix n n ℝ} (hd : ∀ i, J i i = 0) (b : n → ℝ) (T : ℝ) :
    ∃ m ∈ cube n, IsMinOn (freeEnergy J b T) (cube n) m := by
  have hS : Continuous siteEntropy :=
    (Real.continuous_negMulLog.comp (by fun_prop : Continuous fun x : ℝ => (1 + x) / 2)).add
      (Real.continuous_negMulLog.comp (by fun_prop : Continuous fun x : ℝ => (1 - x) / 2))
  have hF : Continuous (freeEnergy J b T) := by
    rw [funext (freeEnergy_eq hd b T)]
    exact Continuous.sub (by fun_prop) (continuous_const.mul
      (continuous_finsetSum _ fun i _ => hS.comp (continuous_apply i)))
  have hc : IsCompact (cube n) := isCompact_univ_pi fun _ => isCompact_Icc
  exact hc.exists_isMinOn ⟨0, fun i _ => by simp⟩ hF.continuousOn
```

A solution need not be a minimizer. For two spins with $J_{12}=2$, $b=0$ and $T=1$, $m=0$ solves the equations, but $F(0,0)=-2\ln2\approx-1.386$ lies above $F(1,1)=-2$.

```lean
/-- For two spins with coupling `2` at `T = 1` and no field, zero magnetization solves the
self-consistency equations but does not minimize the free energy. -/
theorem self_consistent_not_minimizer :
    (∀ i, (0 : Fin 2 → ℝ) i = Real.tanh (localField !![0, 2; 2, 0] 0 0 i / 1)) ∧
      ¬ IsMinOn (freeEnergy !![0, 2; 2, 0] (0 : Fin 2 → ℝ) 1) (cube (Fin 2)) 0 := by
  refine ⟨fun i => by simp [localField], fun hmin => ?_⟩
  have hd : ∀ i, (!![0, 2; 2, 0] : Matrix (Fin 2) (Fin 2) ℝ) i i = 0 := by
    intro i
    fin_cases i <;> simp
  -- compare with the fully aligned pair
  have h := isMinOn_iff.mp hmin (fun _ => 1) (fun i _ => by norm_num)
  have hS0 : siteEntropy 0 = Real.log 2 := by
    have hl : Real.log (1 / 2) = -Real.log 2 := by rw [one_div, Real.log_inv]
    rw [siteEntropy, add_zero, sub_zero, Real.negMulLog, hl]
    ring
  have hS1 : siteEntropy 1 = 0 := by norm_num [siteEntropy]
  rw [freeEnergy_eq hd, freeEnergy_eq hd] at h
  simp [Fin.sum_univ_two, hS0, hS1] at h
  linarith [Real.log_two_lt_d9]

end

end IsingMeanField
```

A numerical solution of these equations for a finite classical Ising model is thus not guaranteed to minimize the product-state free energy; if another solution has a lower free energy, the first is not a minimizer. The theorems concern product states only; they do not say how close the result is to the correlated equilibrium state, nor do they establish a phase transition.

```lean
#print axioms IsingMeanField.minimizer_self_consistent
-- 'IsingMeanField.minimizer_self_consistent' depends on axioms: [propext, Classical.choice, Quot.sound]
#print axioms IsingMeanField.exists_minimizer
-- 'IsingMeanField.exists_minimizer' depends on axioms: [propext, Classical.choice, Quot.sound]
#print axioms IsingMeanField.self_consistent_not_minimizer
-- 'IsingMeanField.self_consistent_not_minimizer' depends on axioms: [propext, Classical.choice, Quot.sound]
```
